# Single-scattering photoelectron intensity for a fixed nonzero amplitude: constant in wavenumber forward, period π/R backward

Let a photoelectron leave an atom that has one neighbour at distance $R>0$, and let $f\neq 0$ be a complex scattering amplitude that does not depend on the wavenumber $k$. With $t$ the angle between the detector direction and the bond, pointing from emitter to neighbour, the single-scattering intensity at a distant detector, relative to that of the isolated emitter, is

$$I(k,t)=\left|1+\frac{f}{R}\,e^{ikR(1-\cos t)}\right|^2 .$$

In the forward direction, $t=0$, it is the same at every $k$. In the backscattering direction, $t=\pi$, its smallest positive period in $k$ is $\pi/R$. At every other angle with $\cos t\neq 1$ the smallest period is $2\pi/(R(1-\cos t))$, which is never shorter than $\pi/R$.

For core-level photoemission, this shows how a bond length appears as an oscillation of the measured intensity with photoelectron wavenumber, in a model with one neighbour, one scattering event and a constant amplitude.

## The path difference and the intensity

```lean
import Mathlib

open scoped Real

namespace PhotoelectronInterference

noncomputable section

/-- Extra path travelled by the wave scattered at a neighbour at distance `R`, when the
detector is at angle `t` from the bond direction. -/
def pathDifference (R t : ℝ) : ℝ := R * (1 - Real.cos t)
```

The definition takes two real numbers, `R` and `t`, and returns the real number

$$d=R(1-\cos t).$$

The scattered wave first travels $R$ to the neighbour and then turns towards a distant detector. The neighbour is closer to the detector than the emitter is by $R\cos t$, the projection of the bond on the detector direction (farther away, if this is negative), so this second leg is shorter than the direct path by $R\cos t$. The difference is $R-R\cos t$. It vanishes forward and equals $2R$ backward, where the wave goes out to the neighbour and returns.

```lean
/-- Photoelectron intensity at wavenumber `k` and angle `t`: a direct wave of unit amplitude
interferes with a wave scattered once, with amplitude `f / R`, for bond length `R > 0`. -/
def intensity (f : ℂ) (R k t : ℝ) : ℝ :=
  ‖1 + f / (R : ℂ) * Complex.exp (((k * pathDifference R t : ℝ) : ℂ) * Complex.I)‖ ^ 2
```

This is $I(k,t)$ as written above, with the arguments in the order `f R k t`. The double bars are the norm of a complex number, here its modulus. Lean keeps real and complex numbers apart, so `(R : ℂ)` means the real number $R$ regarded as complex. In the same way, the phase $kd$ is first computed as a real number and then placed in the complex exponential.

The definition fixes several conventions. The direct wave has amplitude 1 at all angles and energies, so the intensity is relative to that of the isolated emitter. The factor $1/R$ stands for the decay of the spherical wave on its way to the neighbour, which makes $f$ a length. The phase that the electron picks up in the scattering itself is the argument of $f$.

Because `f` is a single complex number and not a function of `k`, the model leaves out the energy dependence that the scattering amplitudes of actual atoms have, which shifts and distorts the oscillation. It also has no multiple scattering, no inelastic damping, no thermal motion and no further neighbours. The variable $k$ runs over all real numbers, although a physical wavenumber is positive.

## The interference term

```lean
/-- The intensity is the sum of the direct and scattered intensities and an interference term
that oscillates with the phase `k` times the path difference. -/
theorem intensity_eq (f : ℂ) (R k t : ℝ) :
    intensity f R k t = 1 + ‖f‖ ^ 2 / R ^ 2
      + 2 / R * (f.re * Real.cos (k * pathDifference R t)
        - f.im * Real.sin (k * pathDifference R t)) := by
  simp only [intensity, Complex.sq_norm, Complex.normSq_apply, Complex.add_re, Complex.add_im,
    Complex.one_re, Complex.one_im, Complex.mul_re, Complex.mul_im, Complex.div_ofReal_re,
    Complex.div_ofReal_im, Complex.exp_ofReal_mul_I_re, Complex.exp_ofReal_mul_I_im]
  linear_combination (f.re ^ 2 + f.im ^ 2) / R ^ 2 *
    Real.sin_sq_add_cos_sq (k * pathDifference R t)
```

A `theorem` line gives a name, the variables, and after the colon the statement; the proof follows `:=`. In ordinary notation, with $\varphi=kd$, the statement is

$$I=1+\frac{|f|^2}{R^2}+\frac{2}{R}\left(\operatorname{Re}f\,\cos\varphi-\operatorname{Im}f\,\sin\varphi\right).$$

To derive it, put $z=(f/R)e^{i\varphi}$ and use $|1+z|^2=1+|z|^2+2\operatorname{Re}z$. The phase factor has modulus 1, so $|z|^2=|f|^2/R^2$. Multiplying out the real part gives

$$\operatorname{Re}z=\frac1R\operatorname{Re}\big[(\operatorname{Re}f+i\operatorname{Im}f)(\cos\varphi+i\sin\varphi)\big]=\frac1R(\operatorname{Re}f\cos\varphi-\operatorname{Im}f\sin\varphi).$$

The Lean proof does the same in components. The `simp only` step writes each squared modulus as the sum of the squares of real and imaginary parts. What remains is an identity that holds once $\sin^2\varphi+\cos^2\varphi=1$ is used, and `linear_combination` is told to use that relation multiplied by $|f|^2/R^2$.

## The forward direction

```lean
/-- In the forward direction the intensity has the same value `|1 + f/R|²` at every
wavenumber. -/
theorem intensity_forward (f : ℂ) (R k : ℝ) :
    intensity f R k 0 = ‖1 + f / (R : ℂ)‖ ^ 2 := by
  simp [intensity, pathDifference]
```

At $t=0$ we have $1-\cos 0=0$, so the phase is zero for every $k$, the exponential is 1, and

$$I(k,0)=\left|1+\frac fR\right|^2 .$$

The right-hand side does not contain $k$, which is the whole content of the forward claim. The two waves still interfere, but always with the same relative phase. The proof is one call to `simp`, which unfolds the two definitions and evaluates the cosine and the exponential.

```lean
/-- For a positive bond length, the path difference is positive at every angle other than the
forward direction. -/
theorem pathDifference_pos {R t : ℝ} (hR : 0 < R) (ht : Real.cos t ≠ 1) :
    0 < pathDifference R t :=
  mul_pos hR (sub_pos.mpr (lt_of_le_of_ne (Real.cos_le_one t) ht))
```

Here two hypotheses appear, each with a name: `hR` says $R>0$ and `ht` says $\cos t\neq1$. The conclusion is $d>0$. Since $\cos t\le 1$ always holds and equality is excluded, $1-\cos t>0$, and a product of two positive numbers is positive. The condition $\cos t\neq 1$ is the way the file says "not forward"; it excludes $t=0$ and also every full turn of it.

## All periods at a given angle

```lean
/-- For `R > 0`, nonzero `f` and an angle other than forward, the periods of the intensity in
`k` are exactly the integer multiples of `2π` divided by the path difference. -/
theorem periodic_iff {f : ℂ} {R t : ℝ} (hR : 0 < R) (hf : f ≠ 0) (ht : Real.cos t ≠ 1)
    (T : ℝ) :
    Function.Periodic (fun k => intensity f R k t) T ↔
      ∃ n : ℤ, T = n * (2 * π / pathDifference R t) := by
  have hd := pathDifference_pos hR ht
  constructor
  · intro h
    -- compare the intensity at the phases 0 and π/2 with its values one period later
    have h0 := h 0
    have h1 := h (π / 2 / pathDifference R t)
    simp only [intensity_eq] at h0 h1
    have e1 : (0 + T) * pathDifference R t = T * pathDifference R t := by ring
    have e3 : π / 2 / pathDifference R t * pathDifference R t = π / 2 :=
      div_mul_cancel₀ _ hd.ne'
    have e2 : (π / 2 / pathDifference R t + T) * pathDifference R t
        = T * pathDifference R t + π / 2 := by
      rw [add_mul, e3, add_comm]
    rw [e1, zero_mul, Real.cos_zero, Real.sin_zero] at h0
    rw [e2, e3, Real.cos_add_pi_div_two, Real.sin_add_pi_div_two, Real.cos_pi_div_two,
      Real.sin_pi_div_two] at h1
    have hR2 : 2 / R ≠ 0 := by positivity
    have a0 : f.re * Real.cos (T * pathDifference R t)
        - f.im * Real.sin (T * pathDifference R t) = f.re := by
      apply mul_left_cancel₀ hR2
      linear_combination h0
    have a1 : f.re * Real.sin (T * pathDifference R t)
        + f.im * Real.cos (T * pathDifference R t) = f.im := by
      apply mul_left_cancel₀ hR2
      linear_combination (-1) * h1
    -- a nonzero amplitude forces the phase advance to be a multiple of 2π
    have hN : f.re ^ 2 + f.im ^ 2 ≠ 0 := by
      have hpos := Complex.normSq_pos.mpr hf
      rw [Complex.normSq_apply] at hpos
      intro hz
      nlinarith
    have hc : Real.cos (T * pathDifference R t) = 1 := by
      apply mul_left_cancel₀ hN
      linear_combination f.re * a0 + f.im * a1
    obtain ⟨n, hn⟩ := (Real.cos_eq_one_iff _).mp hc
    refine ⟨n, ?_⟩
    rw [← mul_div_assoc, eq_div_iff hd.ne']
    exact hn.symm
  · rintro ⟨n, rfl⟩ k
    simp only [intensity_eq]
    have e : (k + n * (2 * π / pathDifference R t)) * pathDifference R t
        = k * pathDifference R t + n * (2 * π) := by
      rw [add_mul, mul_assoc, div_mul_cancel₀ _ hd.ne']
    rw [e, Real.cos_add_int_mul_two_pi, Real.sin_add_int_mul_two_pi]
```

`Function.Periodic g T` means $g(k+T)=g(k)$ for all real $k$. The expression `fun k => intensity f R k t` is the intensity as a function of $k$ alone, with the other quantities held fixed. The theorem says that, for $R>0$, $f\ne0$ and $\cos t\neq1$,

$$T\text{ is a period of }I(\cdot,t)\iff T=n\,\frac{2\pi}{d}\ \text{ for some integer } n .$$

One direction is short. If $T=2\pi n/d$, the phase moves from $kd$ to $kd+2\pi n$, and the sine and cosine in the interference term are unchanged. This is the last part of the proof, after the second bullet.

For the other direction, suppose that $T$ is a period and write $\theta=Td$ for the phase gained over it. Apply the periodicity at two wavenumbers.

At $k=0$ the phase goes from $0$ to $\theta$. The constant terms of the intensity cancel, the common factor $2/R$ drops out, and

$$\operatorname{Re}f\cos\theta-\operatorname{Im}f\sin\theta=\operatorname{Re}f .$$

At $k=\pi/(2d)$ the phase goes from $\pi/2$ to $\theta+\pi/2$. With $\cos(\theta+\pi/2)=-\sin\theta$ and $\sin(\theta+\pi/2)=\cos\theta$, and after a change of sign,

$$\operatorname{Re}f\sin\theta+\operatorname{Im}f\cos\theta=\operatorname{Im}f .$$

Multiply the first equation by $\operatorname{Re}f$, the second by $\operatorname{Im}f$, and add. The sine terms cancel, leaving

$$|f|^2\cos\theta=|f|^2 .$$

Since $f\neq0$, $\cos\theta=1$, so $\theta=2\pi n$ and $T=2\pi n/d$.

The first equation alone would not be enough. For $f=i$ (in some unit of length) it reads $\sin\theta=0$ and would admit $\theta=\pi$; the second reads $\cos\theta=1$ and rules that out.

In the code, `h0` and `h1` are the two comparisons, and `e1`, `e2` and `e3` simplify the phases that occur in them. The two displayed equations are `a0` and `a1`. The statement `hN` says that $|f|^2\neq0$, and `hc` is $\cos\theta=1$, obtained by the same combination of `a0` and `a1`. The library result `Real.cos_eq_one_iff` then supplies the integer $n$.

## The smallest period

```lean
/-- For `R > 0`, nonzero `f` and an angle other than forward, the smallest positive period of
the intensity in `k` is `2π` divided by the path difference. -/
theorem smallest_period {f : ℂ} {R t : ℝ} (hR : 0 < R) (hf : f ≠ 0) (ht : Real.cos t ≠ 1) :
    IsLeast {T : ℝ | 0 < T ∧ Function.Periodic (fun k => intensity f R k t) T}
      (2 * π / pathDifference R t) := by
  have hP : 0 < 2 * π / pathDifference R t :=
    div_pos Real.two_pi_pos (pathDifference_pos hR ht)
  constructor
  · exact ⟨hP, (periodic_iff hR hf ht _).mpr ⟨1, by simp⟩⟩
  · rintro T ⟨hT, hp⟩
    obtain ⟨n, rfl⟩ := (periodic_iff hR hf ht T).mp hp
    -- a positive integer multiple is at least the first one
    have hn : (0 : ℝ) < n := (mul_pos_iff_of_pos_right hP).mp hT
    have hn0 : 0 < n := by exact_mod_cast hn
    have hn1 : 1 ≤ n := by omega
    have hn2 : (1 : ℝ) ≤ n := by exact_mod_cast hn1
    exact le_mul_of_one_le_left hP.le hn2
```

The set in braces contains the positive periods of the intensity at angle $t$. `IsLeast S x` says two things: $x$ belongs to $S$, and no element of $S$ is smaller than $x$. The theorem is therefore

$$T_{\min}(t)=\frac{2\pi}{d}=\frac{2\pi}{R(1-\cos t)} .$$

Both parts follow from the list of periods. The value $2\pi/d$ is positive and is the case $n=1$. Any other positive period is $n\cdot 2\pi/d$ with $n>0$; as $n$ is an integer, $n\geq1$, and the period is at least $2\pi/d$. The lines `hn` to `hn2` carry out this step from $n>0$ to $n\ge1$, moving between the integer $n$ and the same number regarded as real.

If $f=0$, the intensity is constant, every positive number is a period, and there is no smallest one. The same happens in the forward direction.

The approach to the forward direction is a useful limiting case. For small $t\neq0$, $1-\cos t\approx t^2/2$, so

$$T_{\min}(t)\approx\frac{4\pi}{R\,t^2},$$

which grows without bound as $t\to0$. Over any fixed range of wavenumbers the oscillation becomes too slow to see, in agreement with the constant forward intensity.

## Forward and backward together

```lean
/-- For `R > 0` and nonzero `f` independent of `k`, the forward intensity does not depend on
`k`, while the backscattering intensity has smallest positive period `π / R` in `k`. -/
theorem forward_constant_and_backward_period {f : ℂ} {R : ℝ} (hR : 0 < R) (hf : f ≠ 0) :
    (∀ k k' : ℝ, intensity f R k 0 = intensity f R k' 0) ∧
      IsLeast {T : ℝ | 0 < T ∧ Function.Periodic (fun k => intensity f R k π) T} (π / R) := by
  refine ⟨fun k k' => by rw [intensity_forward, intensity_forward], ?_⟩
  -- at t = π the path difference is twice the bond length
  have hd : pathDifference R π = 2 * R := by
    rw [pathDifference, Real.cos_pi]
    ring
  have hc : Real.cos π ≠ 1 := by
    rw [Real.cos_pi]
    norm_num
  have h := smallest_period hR hf hc
  rw [hd, mul_div_mul_left _ _ (two_ne_zero : (2 : ℝ) ≠ 0)] at h
  exact h
```

The symbol `∧` joins two claims. The first says that $I(k,0)=I(k',0)$ for any two wavenumbers $k$ and $k'$; both sides equal $|1+f/R|^2$ by the forward formula. The second says that $\pi/R$ is the least positive period at $t=\pi$.

For the second, $\cos\pi=-1$ gives $d=2R$, which is `hd`, and also shows that this angle is not forward, which is `hc`. The general formula then yields

$$T_{\min}(\pi)=\frac{2\pi}{2R}=\frac{\pi}{R}.$$

The oscillation is thus set by twice the bond length: its phase is $2kR$, plus the constant argument of $f$. That argument moves the maxima along the $k$ axis and leaves their spacing alone.

## No angle oscillates faster than backscattering

```lean
/-- For `R > 0` and nonzero `f`, at any angle other than forward, every positive period of the
intensity in `k` is at least the backscattering value `π / R`. -/
theorem backscattering_fastest {f : ℂ} {R t T : ℝ} (hR : 0 < R) (hf : f ≠ 0)
    (ht : Real.cos t ≠ 1) (hT : 0 < T)
    (hp : Function.Periodic (fun k => intensity f R k t) T) : π / R ≤ T := by
  refine le_trans ?_ ((smallest_period hR hf ht).2 ⟨hT, hp⟩)
  -- the path difference never exceeds twice the bond length
  have hd : pathDifference R t ≤ 2 * R := by
    unfold pathDifference
    have hcos : 0 ≤ 1 + Real.cos t := by linarith [Real.neg_one_le_cos t]
    nlinarith [mul_nonneg hR.le hcos]
  rw [div_le_div_iff₀ hR (pathDifference_pos hR ht)]
  nlinarith [mul_le_mul_of_nonneg_left hd Real.pi_pos.le]

end

end PhotoelectronInterference
```

Here $T$ is any positive period at any angle with $\cos t\neq1$, and the conclusion is $\pi/R\le T$. Since $\cos t\ge-1$, the path difference satisfies $d\le2R$, and so

$$T\;\ge\;\frac{2\pi}{d}\;\ge\;\frac{2\pi}{2R}=\frac{\pi}{R}.$$

The first inequality is the second half of `IsLeast` from the smallest-period theorem, which the code selects with `.2`. The second comes from `hd`, the bound on the path difference. The lemma `div_le_div_iff₀` clears the positive denominators, and `nlinarith` finishes the resulting inequality.

The bound does not contain $f$, and the theorem treats one angle at a time. It therefore still applies if the amplitude takes a different nonzero value at each angle, as long as it stays constant in $k$.

```lean
#print axioms PhotoelectronInterference.forward_constant_and_backward_period
-- 'PhotoelectronInterference.forward_constant_and_backward_period' depends on axioms: [propext, Classical.choice, Quot.sound]
#print axioms PhotoelectronInterference.backscattering_fastest
-- 'PhotoelectronInterference.backscattering_fastest' depends on axioms: [propext, Classical.choice, Quot.sound]
```
